# Permanent of x·1 + y·J, the overlap matrix of equally overlapping boson orbitals

The theorem `permanent_uniform` says that the n × n matrix x·1 + y·J, where J has every entry equal to one, has permanent ∑ₖ C(n,k) (n−k)! xᵏ yⁿ⁻ᵏ, with k running from 0 to n and x and y in any commutative ring. The theorem is purely about matrices, but it has a use in physics. When the matrix is the overlap matrix of n orbitals, each with squared norm x + y and each pair with overlap y, the permanent is the squared norm of the state made by creating one boson in each orbital from the vacuum. For normalised orbitals x = 1 − y, so the value is 1 when they are orthogonal and n! when they are all the same. The proof writes the matrix as a diagonal matrix plus a rank-one matrix, uses the previous theorem to turn the permanent into a sum over subsets, and then tries to group the subsets by size.

This version doesn't compile in Lean 4 with Mathlib:

```lean
import Mathlib

open Matrix Equiv
open scoped Nat

namespace UniformOverlapPermanent

variable {n m R : Type*} [Fintype n] [DecidableEq n] [Fintype m] [CommRing R]

/-- The matrix `J` whose entries are all equal to one. -/
def allOnes (n R : Type*) [CommRing R] : Matrix n n R := Matrix.of fun _ _ => 1

/-- The permutations that leave every element of `S` in place number `r!`, where `r` is the number
of elements outside `S`. -/
theorem card_perm_fixing (S : Finset n) :
    (Finset.univ.filter (fun σ : Perm n => ∀ i ∈ S, σ i = i)).card = (Sᶜ.card)! := by
  rw [← Fintype.card_subtype]
  -- such a permutation is the same as a permutation of the complement
  have e : {σ : Perm n // ∀ i ∈ S, σ i = i} ≃ Perm {i // i ∉ S} :=
    ((Equiv.Perm.subtypeEquivSubtypePerm (fun i => i ∉ S)).trans
      (Equiv.subtypeEquivRight (fun σ => by simp))).symm
  have hS : Finset.univ.filter (fun i => i ∉ S) = Sᶜ := by
    ext i
    simp
  rw [Fintype.card_congr e, Fintype.card_perm, Fintype.card_subtype, hS]

/-- A permutation that fixes every element of `S` only reorders a product over the
complement of `S`. -/
theorem prod_compl_of_fixing (S : Finset n) (σ : Perm n) (h : ∀ i ∈ S, σ i = i)
    (u : n → R) : ∏ i ∈ Sᶜ, u (σ i) = ∏ i ∈ Sᶜ, u i := by
  refine Finset.prod_equiv σ (fun i => ?_) (fun i _ => rfl)
  rw [Finset.mem_compl, Finset.mem_compl, not_iff_not]
  constructor
  · intro hi
    rw [h i hi]
    exact hi
  · intro hi
    have hfix : σ i = i := σ.injective (h (σ i) hi)
    rw [hfix] at hi
    exact hi

/-- The permanent of a diagonal matrix plus a rank-one matrix is a sum over subsets `S`:
diagonal entries on `S`, rank-one entries and a factorial on the complement. -/
theorem permanent_diagonal_add_rankOne (d u v : n → R) :
    (diagonal d + vecMulVec u v).permanent =
      ∑ S : Finset n, ((Sᶜ.card)! : R) * ((∏ i ∈ S, d i) * ∏ i ∈ Sᶜ, u i * v i) := by
  -- expand each product; the diagonal part forces the permutation to fix `S`
  have expand : ∀ σ : Perm n, ∏ i, (diagonal d + vecMulVec u v) (σ i) i =
      ∑ S : Finset n, if (∀ i ∈ S, σ i = i) then
        (∏ i ∈ S, d i) * ∏ i ∈ Sᶜ, u i * v i else 0 := by
    intro σ
    simp only [Matrix.add_apply, vecMulVec_apply]
    rw [Finset.prod_add, Finset.powerset_univ]
    refine Finset.sum_congr rfl fun S _ => ?_
    rw [← Finset.compl_eq_univ_sdiff]
    by_cases h : ∀ i ∈ S, σ i = i
    · have h1 : ∏ i ∈ S, diagonal d (σ i) i = ∏ i ∈ S, d i :=
        Finset.prod_congr rfl fun i hi => by rw [h i hi, diagonal_apply_eq]
      rw [if_pos h, h1, Finset.prod_mul_distrib, Finset.prod_mul_distrib,
        prod_compl_of_fixing S σ h u]
    · rw [if_neg h]
      simp only [not_forall] at h
      obtain ⟨i, hi, hne⟩ := h
      have h0 : ∏ i ∈ S, diagonal d (σ i) i = 0 :=
        Finset.prod_eq_zero hi (diagonal_apply_ne d hne)
      rw [h0, zero_mul]
  unfold Matrix.permanent
  rw [Finset.sum_congr rfl fun σ _ => expand σ, Finset.sum_comm]
  -- count the permutations that contribute to each subset
  refine Finset.sum_congr rfl fun S _ => ?_
  rw [← Finset.sum_filter, Finset.sum_const, card_perm_fixing, nsmul_eq_mul]

/-- The permanent of `x·1 + y·J` is the sum over `k` of `C(n,k) (n-k)! x^k y^(n-k)`. -/
theorem permanent_uniform (x y : R) :
    (x • (1 : Matrix n n R) + y • allOnes n R).permanent =
      ∑ k ∈ Finset.range (Fintype.card n + 1),
        ((Fintype.card n).choose k : R) * ((Fintype.card n - k)! : ℕ) *
          x ^ k * y ^ (Fintype.card n - k) := by
  have hM : x • (1 : Matrix n n R) + y • allOnes n R =
      diagonal (fun _ => x) + vecMulVec (fun _ => y) (fun _ => 1) := by
    ext i j
    simp [allOnes, vecMulVec_apply, Matrix.one_apply, diagonal_apply]
  rw [hM, permanent_diagonal_add_rankOne]
  simp only [Finset.prod_const, mul_one, Finset.card_compl]
  -- group the subsets by their size
  have h := Finset.sum_powerset_apply_card
    (fun k => (((Fintype.card n - k)! : ℕ) : R) * (x ^ k * y ^ (Fintype.card n - k)))
    (Finset.univ : Finset n)
  rw [Finset.powerset_univ, Finset.card_univ] at h
  refine h.trans (Finset.sum_congr rfl fun k _ => ?_)
  rw [nsmul_eq_mul]
  ring

end UniformOverlapPermanent
```

Lean reports:

```
Main.lean:86:12: error: Function expected at
  Finset.sum_powerset_apply_card fun k => ↑(Fintype.card n - k)! * (x ^ k * y ^ (Fintype.card n - k))
but this term has type
  ∑ m ∈ Finset.powerset ?m.156, ↑(Fintype.card n - m.card)! * (x ^ m.card * y ^ (Fintype.card n - m.card)) =
    ∑ m ∈ Finset.range (Finset.card ?m.156 + 1),
      (Finset.card ?m.156).choose m • (↑(Fintype.card n - m)! * (x ^ m * y ^ (Fintype.card n - m)))

Note: Expected a function because this term is being applied to the argument
  (Finset.univ : Finset n)
Main.lean:78:46: error: unsolved goals
n : Type u_1
R : Type u_3
inst✝² : Fintype n
inst✝¹ : DecidableEq n
inst✝ : CommRing R
x y : R
hM : x • 1 + y • allOnes n R = (diagonal fun x_1 => x) + vecMulVec (fun x => y) fun x => 1
⊢ ∑ x_1, ↑(Fintype.card n - x_1.card)! * (x ^ x_1.card * y ^ (Fintype.card n - x_1.card)) =
    ∑ k ∈ Finset.range (Fintype.card n + 1),
      ↑((Fintype.card n).choose k) * ↑(Fintype.card n - k)! * x ^ k * y ^ (Fintype.card n - k)
```

Lean accepts the file once it reads:

```diff
@@ -84,9 +84,9 @@
   simp only [Finset.prod_const, mul_one, Finset.card_compl]
   -- group the subsets by their size
-  have h := Finset.sum_powerset_apply_card
-    (fun k => (((Fintype.card n - k)! : ℕ) : R) * (x ^ k * y ^ (Fintype.card n - k)))
-    (Finset.univ : Finset n)
-  rw [Finset.powerset_univ, Finset.card_univ] at h
-  refine h.trans (Finset.sum_congr rfl fun k _ => ?_)
+  rw [← Finset.powerset_univ]
+  refine (Finset.sum_powerset_apply_card (fun k => (((Fintype.card n - k)! : ℕ) : R) *
+    (x ^ k * y ^ (Fintype.card n - k)))).trans ?_
+  rw [Finset.card_univ]
+  refine Finset.sum_congr rfl fun k _ => ?_
   rw [nsmul_eq_mul]
   ring
```

Diagnosis. The lemma `Finset.sum_powerset_apply_card` takes the function as an explicit argument, but the set whose subsets are summed over is implicit. Once the function is given, the result is already an equation, and Lean can't apply an equation to `Finset.univ`. That is the first message. The second is a consequence: it shows the goal as `simp only` left it, without `h`, still open because the `have` failed.

The repair drops the extra argument and lets Lean find the set from the goal. For that the goal's sum must have the lemma's form, a sum over a powerset, so `rw [← Finset.powerset_univ]` comes first. Matching the lemma against the goal in `refine (...).trans ?_` then fixes the set as `Finset.univ`. The lemma's right-hand side counts the elements of that set, and `rw [Finset.card_univ]` turns this count into `Fintype.card n`, as in the theorem. Both sums now have the same range, so `Finset.sum_congr rfl` can compare them term by term, and the last two lines finish the proof unchanged.
